# Conjugation with the Hadamard and phase gates generates exactly 24 single-qubit Clifford maps

## Lists of gates that miss or repeat a map

Suppose random Clifford gates for one qubit are to be drawn from a list made by multiplying Hadamard and phase matrices. Products that differ only by a global phase appear as separate entries, although they act identically on every density matrix. Even a list closed under multiplication does not show whether some other unitary also permutes the signed Pauli matrices. Omissions or uneven repetitions then bias the draw. For a single qubit with ideal, noise-free gates, the count and normal form below give a complete list without repetitions.

## Counting maps instead of matrices

Write I for the imaginary unit, and number the signed Pauli matrices from zero:

P_0, …, P_5 = σ_x, σ_y, σ_z, −σ_x, −σ_y, −σ_z.

A Clifford map is a map M ↦ U M U†, with U a unitary 2×2 matrix, that permutes these six. There are exactly 24 such maps, and they form the group generated by h(M) = H M H† and s(M) = S M S†, where

H = (σ_x + σ_z)/√2, S = diag(1, I).

In Lean, `Mat` is the space of complex 2×2 matrices and `signedPauli` is the list P_k. `conjBy` sends a unitary to its conjugation map, an element of `Equiv.Perm Mat`, the bijections of `Mat`. Unitaries that differ by a phase therefore give the same element. Products are compositions, with the right factor acting first.

Membership in `cliffordGroup` requires that the map come from some unitary and that g M be a signed Pauli matrix exactly when M is. The final theorem says that this set has `ncard` 24 and equals the `Subgroup.closure` of the two gate maps. Several qubits and antiunitary maps are not covered.

## From the gate action to 6 · 4 maps

Since σ_x and σ_z anticommute and square to 1,

H σ_x H = ½(σ_x + σ_z)σ_x(σ_x + σ_z) = ½(σ_x + σ_z + σ_z − σ_x) = σ_z.

Exchanging x and z gives H σ_z H = σ_x. As σ_y anticommutes with H and H² = 1, H σ_y H = −σ_y. Conjugation with S multiplies the upper right entry by −I, the lower left by I, and leaves the diagonal alone. Hence

h: σ_x → σ_z, σ_y → −σ_y, σ_z → σ_x
s: σ_x → σ_y, σ_y → −σ_x, σ_z → σ_z.

Both maps permute the six matrices, so everything they generate is Clifford.

A conjugation is fixed by its values on σ_x and σ_z, because every M with entries M_00, …, M_11 is

M = ½(M_00 + M_11) 1 + ½(M_01 + M_10) σ_x + ½(M_00 − M_11) σ_z + ½(M_10 − M_01) σ_xσ_z,

and conjugation is linear, preserves products and fixes 1.

The words

t_0, …, t_5 = h, sh, 1, s²h, s³h, hs²h

carry σ_z to P_0, …, P_5. The powers s^i, i = 0, …, 3, fix σ_z and carry σ_x to σ_x, σ_y, −σ_x, −σ_y.

Let g be Clifford with g(σ_z) = P_k. Then r = t_k⁻¹g is Clifford and fixes σ_z, hence also −σ_z. By injectivity r(σ_x) is ±σ_x or ±σ_y, so r agrees with some s^i on σ_x and σ_z. Therefore r = s^i and

g = t_k s^i.

The image of σ_z determines k. After cancelling t_k, the image of σ_x determines i. This gives 6 · 4 = 24 distinct maps, all words in h and s.

## A quarter turn about x

Take U = (1 − Iσ_x)/√2. It commutes with σ_x, and

U σ_z U† = ½(1 − Iσ_x)²σ_z = −Iσ_xσ_z = −σ_y = P_4.

So k = 4 and t_4 = s³h. Since s³h(−σ_y) = s³(σ_y) = σ_x, the remainder sends σ_x to −σ_y, which gives i = 3. The map is s³hs³.

## The complete Lean file

```lean
import Mathlib

open Matrix

namespace SingleQubitClifford

noncomputable section

/-- Operators on the state space of one qubit. -/
abbrev Mat := Matrix (Fin 2) (Fin 2) ℂ

/-- The Pauli matrix `σ_x`. -/
def pauliX : Mat := !![0, 1; 1, 0]

/-- The Pauli matrix `σ_y`. -/
def pauliY : Mat := !![0, -Complex.I; Complex.I, 0]

/-- The Pauli matrix `σ_z`. -/
def pauliZ : Mat := !![1, 0; 0, -1]

/-- The six signed Pauli matrices, in the order `σ_x, σ_y, σ_z, -σ_x, -σ_y, -σ_z`. -/
def signedPauli : Fin 6 → Mat := ![pauliX, pauliY, pauliZ, -pauliX, -pauliY, -pauliZ]

/-- The map `M ↦ U M U†` on operators, as a homomorphism in the unitary `U`. -/
def conjBy : Matrix.unitaryGroup (Fin 2) ℂ →* Equiv.Perm Mat where
  toFun U :=
    { toFun := fun M => (U : Mat) * M * star (U : Mat)
      invFun := fun M => star (U : Mat) * M * (U : Mat)
      left_inv := fun M => by
        have h : star (U : Mat) * (U : Mat) = 1 := Matrix.mem_unitaryGroup_iff'.1 U.2
        calc star (U : Mat) * ((U : Mat) * M * star (U : Mat)) * (U : Mat)
            = (star (U : Mat) * (U : Mat)) * M * (star (U : Mat) * (U : Mat)) := by
              simp only [mul_assoc]
          _ = M := by rw [h, one_mul, mul_one]
      right_inv := fun M => by
        have h : (U : Mat) * star (U : Mat) = 1 := Matrix.mem_unitaryGroup_iff.1 U.2
        calc (U : Mat) * (star (U : Mat) * M * (U : Mat)) * star (U : Mat)
            = ((U : Mat) * star (U : Mat)) * M * ((U : Mat) * star (U : Mat)) := by
              simp only [mul_assoc]
          _ = M := by rw [h, one_mul, mul_one] }
  map_one' := Equiv.ext fun M => by
    change (1 : Mat) * M * star (1 : Mat) = M
    simp
  map_mul' U V := Equiv.ext fun M => by
    change ((U : Mat) * (V : Mat)) * M * star ((U : Mat) * (V : Mat))
      = (U : Mat) * ((V : Mat) * M * star (V : Mat)) * star (U : Mat)
    rw [star_mul]
    simp only [mul_assoc]

/-- The single-qubit Clifford group: the maps `M ↦ U M U†` with `U` unitary that permute
the six signed Pauli matrices. -/
def cliffordGroup : Subgroup (Equiv.Perm Mat) where
  carrier := {g | (∃ U, conjBy U = g) ∧
    ∀ M, g M ∈ Set.range signedPauli ↔ M ∈ Set.range signedPauli}
  one_mem' := ⟨⟨1, map_one _⟩, fun _ => Iff.rfl⟩
  mul_mem' := by
    rintro _ _ ⟨⟨U, rfl⟩, hU⟩ ⟨⟨V, rfl⟩, hV⟩
    exact ⟨⟨U * V, map_mul _ _ _⟩, fun M => (hU _).trans (hV M)⟩
  inv_mem' := by
    rintro _ ⟨⟨U, rfl⟩, hU⟩
    refine ⟨⟨U⁻¹, map_inv _ _⟩, fun M => ?_⟩
    have h := hU ((conjBy U)⁻¹ M)
    have e : conjBy U ((conjBy U)⁻¹ M) = M := (conjBy U).apply_symm_apply M
    rw [e] at h
    exact h.symm

/-- The matrix of the Hadamard gate. -/
def hadamardMatrix : Mat := (((√2)⁻¹ : ℝ) : ℂ) • !![1, 1; 1, -1]

/-- Conjugation with the Hadamard matrix, written without square roots. -/
theorem hadamard_sandwich (M : Mat) : hadamardMatrix * M * star hadamardMatrix
    = (1 / 2 : ℂ) • ((!![1, 1; 1, -1] : Mat) * M * !![1, 1; 1, -1]) := by
  have hs : star hadamardMatrix = hadamardMatrix := by
    ext i j
    fin_cases i <;> fin_cases j <;> simp [hadamardMatrix, Matrix.star_apply]
  have hr : (√2)⁻¹ * (√2)⁻¹ = (1 / 2 : ℝ) := by
    rw [← mul_inv, Real.mul_self_sqrt (by norm_num)]
    norm_num
  have hc : (((√2)⁻¹ : ℝ) : ℂ) * (((√2)⁻¹ : ℝ) : ℂ) = 1 / 2 := by
    rw [← Complex.ofReal_mul, hr]
    norm_num
  rw [hs]
  simp only [hadamardMatrix, smul_mul_assoc, mul_smul_comm, smul_smul, hc]

/-- The Hadamard gate as a unitary. -/
def hadamard : Matrix.unitaryGroup (Fin 2) ℂ := ⟨hadamardMatrix, by
  rw [Matrix.mem_unitaryGroup_iff]
  have h := hadamard_sandwich 1
  rw [mul_one] at h
  rw [h]
  ext i j
  fin_cases i <;> fin_cases j <;> norm_num [Matrix.mul_apply, Fin.sum_univ_succ]⟩

/-- The phase gate `diag(1, i)` as a unitary. -/
def phase : Matrix.unitaryGroup (Fin 2) ℂ := ⟨!![1, 0; 0, Complex.I], by
  rw [Matrix.mem_unitaryGroup_iff]
  ext i j
  fin_cases i <;> fin_cases j <;>
    simp [Matrix.mul_apply, Fin.sum_univ_succ, Matrix.star_apply]⟩

/-- Conjugation with a unitary respects the sign of an operator. -/
theorem conjBy_neg (U : Matrix.unitaryGroup (Fin 2) ℂ) (M : Mat) :
    conjBy U (-M) = -conjBy U M := by
  change (U : Mat) * (-M) * star (U : Mat) = -((U : Mat) * M * star (U : Mat))
  rw [mul_neg, neg_mul]

/-- The six signed Pauli matrices are pairwise different. -/
theorem signedPauli_injective : Function.Injective signedPauli := by
  intro k l h
  -- one real number read off from the first row tells the six matrices apart
  have hv : ∀ k, (signedPauli k 0 0).re * 3 + (signedPauli k 0 1).re
      + 2 * (signedPauli k 0 1).im = ((![1, -2, 3, -1, 2, -3] : Fin 6 → ℤ) k : ℝ) := by
    intro k
    fin_cases k <;> norm_num [signedPauli, pauliX, pauliY, pauliZ]
  have hk := hv k
  rw [h, hv l] at hk
  have inj : ∀ k l : Fin 6, (![1, -2, 3, -1, 2, -3] : Fin 6 → ℤ) l
      = (![1, -2, 3, -1, 2, -3] : Fin 6 → ℤ) k → k = l := by decide
  exact inj k l (Int.cast_injective (α := ℝ) hk)

/-- How the two gates permute the signed Pauli matrices: Hadamard sends `σ_x, σ_y, σ_z` to
`σ_z, -σ_y, σ_x`, and the phase gate sends them to `σ_y, -σ_x, σ_z`. -/
theorem gate_action (k : Fin 6) :
    conjBy hadamard (signedPauli k) = signedPauli ((![2, 4, 0, 5, 1, 3] : Fin 6 → Fin 6) k) ∧
    conjBy phase (signedPauli k) = signedPauli ((![1, 3, 2, 4, 0, 5] : Fin 6 → Fin 6) k) := by
  have hX : conjBy hadamard pauliX = pauliZ := by
    refine (hadamard_sandwich _).trans ?_
    ext i j
    fin_cases i <;> fin_cases j <;> simp [pauliX, pauliZ] <;> ring
  have hY : conjBy hadamard pauliY = -pauliY := by
    refine (hadamard_sandwich _).trans ?_
    ext i j
    fin_cases i <;> fin_cases j <;> simp [pauliY] <;> ring
  have hZ : conjBy hadamard pauliZ = pauliX := by
    refine (hadamard_sandwich _).trans ?_
    ext i j
    fin_cases i <;> fin_cases j <;> simp [pauliX, pauliZ] <;> ring
  have pX : conjBy phase pauliX = pauliY := by
    change !![1, 0; 0, Complex.I] * pauliX * star !![1, 0; 0, Complex.I] = pauliY
    ext i j
    fin_cases i <;> fin_cases j <;>
      simp [pauliX, pauliY, Matrix.mul_apply, Fin.sum_univ_succ, Matrix.star_apply]
  have pY : conjBy phase pauliY = -pauliX := by
    change !![1, 0; 0, Complex.I] * pauliY * star !![1, 0; 0, Complex.I] = -pauliX
    ext i j
    fin_cases i <;> fin_cases j <;>
      simp [pauliX, pauliY, Matrix.mul_apply, Fin.sum_univ_succ, Matrix.star_apply]
  have pZ : conjBy phase pauliZ = pauliZ := by
    change !![1, 0; 0, Complex.I] * pauliZ * star !![1, 0; 0, Complex.I] = pauliZ
    ext i j
    fin_cases i <;> fin_cases j <;>
      simp [pauliZ, Matrix.mul_apply, Fin.sum_univ_succ, Matrix.star_apply]
  fin_cases k <;> simp [signedPauli, conjBy_neg, hX, hY, hZ, pX, pY, pZ]

/-- Two unitary conjugations that agree on `σ_x` and `σ_z` agree on every operator. -/
theorem conjBy_ext (U V : Matrix.unitaryGroup (Fin 2) ℂ)
    (hX : conjBy U pauliX = conjBy V pauliX) (hZ : conjBy U pauliZ = conjBy V pauliZ) :
    conjBy U = conjBy V := by
  -- expand the operator in `1, σ_x, σ_z, σ_x σ_z`
  have key : ∀ (W : Matrix.unitaryGroup (Fin 2) ℂ) (M : Mat), conjBy W M
      = ((M 0 0 + M 1 1) / 2) • (1 : Mat) + ((M 0 1 + M 1 0) / 2) • conjBy W pauliX
        + ((M 0 0 - M 1 1) / 2) • conjBy W pauliZ
        + ((M 1 0 - M 0 1) / 2) • (conjBy W pauliX * conjBy W pauliZ) := by
    intro W M
    have h1 : star (W : Mat) * (W : Mat) = 1 := Matrix.mem_unitaryGroup_iff'.1 W.2
    have h2 : (W : Mat) * star (W : Mat) = 1 := Matrix.mem_unitaryGroup_iff.1 W.2
    have hM : M = ((M 0 0 + M 1 1) / 2) • (1 : Mat) + ((M 0 1 + M 1 0) / 2) • pauliX
        + ((M 0 0 - M 1 1) / 2) • pauliZ + ((M 1 0 - M 0 1) / 2) • (pauliX * pauliZ) := by
      ext i j
      fin_cases i <;> fin_cases j <;> simp [pauliX, pauliZ] <;> ring
    have hXZ : conjBy W pauliX * conjBy W pauliZ
        = (W : Mat) * (pauliX * pauliZ) * star (W : Mat) := by
      calc conjBy W pauliX * conjBy W pauliZ
          = ((W : Mat) * pauliX * star (W : Mat)) * ((W : Mat) * pauliZ * star (W : Mat)) := rfl
        _ = (W : Mat) * pauliX * (star (W : Mat) * (W : Mat)) * pauliZ * star (W : Mat) := by
            simp only [mul_assoc]
        _ = (W : Mat) * (pauliX * pauliZ) * star (W : Mat) := by
            rw [h1, mul_one]
            simp only [mul_assoc]
    rw [hXZ]
    change (W : Mat) * M * star (W : Mat) = ((M 0 0 + M 1 1) / 2) • (1 : Mat)
      + ((M 0 1 + M 1 0) / 2) • ((W : Mat) * pauliX * star (W : Mat))
      + ((M 0 0 - M 1 1) / 2) • ((W : Mat) * pauliZ * star (W : Mat)) + _
    conv_lhs => rw [hM]
    simp only [mul_add, add_mul, mul_smul_comm, smul_mul_assoc, mul_one, h2]
  exact Equiv.ext fun M => by rw [key U, key V, hX, hZ]

/-- Every map generated by the Hadamard and phase gates permutes the signed Pauli matrices
and is a unitary conjugation. -/
theorem generated_le_clifford :
    Subgroup.closure {conjBy hadamard, conjBy phase} ≤ cliffordGroup := by
  rw [Subgroup.closure_le]
  have key : ∀ (U : Matrix.unitaryGroup (Fin 2) ℂ) (f : Fin 6 → Fin 6),
      (∀ k, conjBy U (signedPauli k) = signedPauli (f k)) → conjBy U ∈ cliffordGroup := by
    intro U f hf
    have hinj : Function.Injective f := fun k l h =>
      signedPauli_injective ((conjBy U).injective (by rw [hf, hf, h]))
    -- an injective map of a finite set to itself is onto
    have hsurj : Function.Surjective f := Finite.injective_iff_surjective.mp hinj
    change (∃ V, conjBy V = conjBy U) ∧
      ∀ M, conjBy U M ∈ Set.range signedPauli ↔ M ∈ Set.range signedPauli
    refine ⟨⟨U, rfl⟩, fun M => ⟨?_, ?_⟩⟩
    · rintro ⟨l, hl⟩
      obtain ⟨k, rfl⟩ := hsurj l
      exact ⟨k, (conjBy U).injective ((hf k).trans hl)⟩
    · rintro ⟨k, rfl⟩
      exact ⟨f k, (hf k).symm⟩
  rintro g (rfl | rfl)
  · exact key _ _ fun k => (gate_action k).1
  · exact key _ _ fun k => (gate_action k).2

/-- Six words in the Hadamard and phase gates, one for each signed Pauli matrix. -/
def toAxis : Fin 6 → Equiv.Perm Mat :=
  ![conjBy hadamard, conjBy phase * conjBy hadamard, 1,
    conjBy phase * conjBy phase * conjBy hadamard,
    conjBy phase * conjBy phase * conjBy phase * conjBy hadamard,
    conjBy hadamard * conjBy phase * conjBy phase * conjBy hadamard]

/-- A power of the phase gate followed by one of the six words `toAxis`. -/
def word (p : Fin 6 × Fin 4) : Equiv.Perm Mat := toAxis p.1 * conjBy phase ^ (p.2 : ℕ)

/-- The word `toAxis k` carries `σ_z` to the `k`-th signed Pauli matrix; the powers of the phase
gate carry `σ_x` to `σ_x, σ_y, -σ_x, -σ_y` and fix `σ_z`. -/
theorem word_action : (∀ k, toAxis k (signedPauli 2) = signedPauli k) ∧
    ∀ i : Fin 4, (conjBy phase ^ (i : ℕ)) (signedPauli 0)
        = signedPauli ((![0, 1, 3, 4] : Fin 4 → Fin 6) i) ∧
      (conjBy phase ^ (i : ℕ)) (signedPauli 2) = signedPauli 2 := by
  constructor
  · intro k
    fin_cases k <;> simp [toAxis, gate_action]
  · intro i
    fin_cases i <;> simp [pow_succ, gate_action]

/-- The six words `toAxis` belong to the group generated by the two gates. -/
theorem toAxis_mem (k : Fin 6) :
    toAxis k ∈ Subgroup.closure {conjBy hadamard, conjBy phase} := by
  have hh : conjBy hadamard ∈ Subgroup.closure {conjBy hadamard, conjBy phase} :=
    Subgroup.subset_closure (Or.inl rfl)
  have hs : conjBy phase ∈ Subgroup.closure {conjBy hadamard, conjBy phase} :=
    Subgroup.subset_closure (Or.inr rfl)
  fin_cases k
  exacts [hh, mul_mem hs hh, one_mem _, mul_mem (mul_mem hs hs) hh,
    mul_mem (mul_mem (mul_mem hs hs) hs) hh, mul_mem (mul_mem (mul_mem hh hs) hs) hh]

/-- Normal form: the 6 × 4 words are pairwise different maps, and every Clifford map is one
of them. -/
theorem clifford_normal_form :
    Function.Injective word ∧ ∀ g ∈ cliffordGroup, ∃ p, word p = g := by
  obtain ⟨hA, hS⟩ := word_action
  constructor
  · rintro ⟨k, i⟩ ⟨l, j⟩ h
    -- the image of `σ_z` gives the first label, that of `σ_x` the second
    have hZ := congrArg (fun g : Equiv.Perm Mat => g (signedPauli 2)) h
    change toAxis k ((conjBy phase ^ (i : ℕ)) (signedPauli 2))
      = toAxis l ((conjBy phase ^ (j : ℕ)) (signedPauli 2)) at hZ
    rw [(hS i).2, (hS j).2, hA k, hA l] at hZ
    obtain rfl := signedPauli_injective hZ
    have hp : conjBy phase ^ (i : ℕ) = conjBy phase ^ (j : ℕ) :=
      mul_left_cancel (show toAxis k * _ = toAxis k * _ from h)
    have hX : signedPauli ((![0, 1, 3, 4] : Fin 4 → Fin 6) i)
        = signedPauli ((![0, 1, 3, 4] : Fin 4 → Fin 6) j) := by
      rw [← (hS i).1, ← (hS j).1, hp]
    have inj : ∀ i j : Fin 4, (![0, 1, 3, 4] : Fin 4 → Fin 6) i
        = (![0, 1, 3, 4] : Fin 4 → Fin 6) j → i = j := by decide
    rw [inj i j (signedPauli_injective hX)]
  · intro g hg
    obtain ⟨k, hk⟩ := (hg.2 (signedPauli 2)).2 ⟨2, rfl⟩
    -- undo the action on `σ_z`; the remainder fixes `σ_z` and `-σ_z`
    have hr : (toAxis k)⁻¹ * g ∈ cliffordGroup :=
      mul_mem (inv_mem (generated_le_clifford (toAxis_mem k))) hg
    obtain ⟨⟨W, hW⟩, hP⟩ := hr
    have h2 : conjBy W (signedPauli 2) = signedPauli 2 := by
      rw [hW]
      change (toAxis k)⁻¹ (g (signedPauli 2)) = signedPauli 2
      rw [← hk, ← hA k]
      exact (toAxis k).symm_apply_apply (signedPauli 2)
    have h5 : conjBy W (signedPauli 5) = signedPauli 5 := by
      change conjBy W (-signedPauli 2) = -signedPauli 2
      rw [conjBy_neg, h2]
    obtain ⟨l, hl⟩ := (hP (signedPauli 0)).2 ⟨0, rfl⟩
    rw [← hW] at hl
    have l2 : l ≠ 2 := by
      rintro rfl
      exact absurd (signedPauli_injective ((conjBy W).injective (hl.symm.trans h2.symm)))
        (by decide)
    have l5 : l ≠ 5 := by
      rintro rfl
      exact absurd (signedPauli_injective ((conjBy W).injective (hl.symm.trans h5.symm)))
        (by decide)
    have cover : ∀ l : Fin 6, l ≠ 2 → l ≠ 5 →
        ∃ i : Fin 4, (![0, 1, 3, 4] : Fin 4 → Fin 6) i = l := by decide
    obtain ⟨i, hi⟩ := cover l l2 l5
    -- hence the remainder is a power of the phase gate
    have e : conjBy W = conjBy (phase ^ (i : ℕ)) := by
      apply conjBy_ext
      · change conjBy W (signedPauli 0) = conjBy (phase ^ (i : ℕ)) (signedPauli 0)
        rw [map_pow, (hS i).1, hi]
        exact hl.symm
      · change conjBy W (signedPauli 2) = conjBy (phase ^ (i : ℕ)) (signedPauli 2)
        rw [map_pow, (hS i).2, h2]
    refine ⟨(k, i), ?_⟩
    change toAxis k * conjBy phase ^ (i : ℕ) = g
    rw [← map_pow, ← e, hW, mul_inv_cancel_left]

/-- Exactly 24 maps `M ↦ U M U†` with `U` unitary permute the six signed Pauli matrices, and they
form the group generated by conjugation with the Hadamard gate and with `diag(1, i)`. -/
theorem clifford_card_and_generators :
    (cliffordGroup : Set (Equiv.Perm Mat)).ncard = 24 ∧
    Subgroup.closure {conjBy hadamard, conjBy phase} = cliffordGroup := by
  obtain ⟨hinj, hsurj⟩ := clifford_normal_form
  have hs : conjBy phase ∈ Subgroup.closure {conjBy hadamard, conjBy phase} :=
    Subgroup.subset_closure (Or.inr rfl)
  have hmem : ∀ p, word p ∈ Subgroup.closure {conjBy hadamard, conjBy phase} := fun p =>
    mul_mem (toAxis_mem p.1) (pow_mem hs (p.2 : ℕ))
  constructor
  · have hrange : (cliffordGroup : Set (Equiv.Perm Mat)) = word '' Set.univ := by
      ext g
      constructor
      · intro hg
        obtain ⟨p, hp⟩ := hsurj g hg
        exact ⟨p, Set.mem_univ p, hp⟩
      · rintro ⟨p, -, rfl⟩
        exact generated_le_clifford (hmem p)
    rw [hrange, Set.ncard_image_of_injective _ hinj, Set.ncard_univ, Nat.card_eq_fintype_card]
    simp
  · refine le_antisymm generated_le_clifford fun g hg => ?_
    obtain ⟨p, rfl⟩ := hsurj g hg
    exact hmem p

end

end SingleQubitClifford
```

```lean
#print axioms SingleQubitClifford.clifford_card_and_generators
-- 'SingleQubitClifford.clifford_card_and_generators' depends on axioms: [propext, Classical.choice, Quot.sound]
```

## How the proof follows the derivation

`hadamard_sandwich` replaces the two factors 1/√2 by ½; it serves both the unitarity of `hadamard` and the entrywise checks for the Hadamard gate in `gate_action`. The phase gate is checked there directly, and `conjBy_neg` extends the checks for both gates to the negative matrices.

`signedPauli_injective` separates the six matrices by the number 3 Re M_00 + Re M_01 + 2 Im M_01, which takes the values 1, −2, 3, −1, 2, −3.

`conjBy_ext` is the expansion in 1, σ_x, σ_z, σ_xσ_z. `generated_le_clifford` shows that each gate induces an injective map of the six labels, which is onto because the set is finite; this supplies both directions of the membership condition.

`toAxis` holds the words t_k, and `word` forms t_k s^i. `word_action` checks their images, while `toAxis_mem` places each t_k in the generated group.

`clifford_normal_form` proves uniqueness by comparing images of σ_z and then σ_x. For existence it forms the remainder, excludes labels 2 and 5 for the image of σ_x, and applies `conjBy_ext`. `clifford_card_and_generators` then counts the 6 · 4 label pairs and obtains the group equality from the two inclusions.
